# Total squared displacement of two real unit vectors: the ratio of Löwdin to Gram-Schmidt tends to 1/2 as the nonzero overlap tends to 0

## Two vectors, two orthogonalisations

Let u and v be unit vectors in a real inner product space, with overlap s = ⟨u,v⟩ and |s| < 1. Write p = √(1+s) and q = √(1−s), so that p² + q² = 2 and pq = √(1−s²).

```lean
import Mathlib

open Matrix Filter Topology

namespace LoewdinVersusGramSchmidt

noncomputable section

variable {E : Type*} [NormedAddCommGroup E] [InnerProductSpace ℝ E]
```

`E` is the space of the vectors. Its dimension is left open, so it may be a space of real orbitals. Complex orbitals are not covered. In Lean, `inner ℝ u v` is ⟨u,v⟩ and `•` multiplies a vector by a number.

```lean
/-- The overlap matrix of two normalised functions with overlap `s`. -/
def overlap (s : ℝ) : Matrix (Fin 2) (Fin 2) ℝ := !![1, s; s, 1]
```

This is the overlap matrix S, with rows (1, s) and (s, 1).

```lean
/-- The diagonal entry of the Löwdin matrix. -/
def diagCoeff (s : ℝ) : ℝ := ((√(1 + s))⁻¹ + (√(1 - s))⁻¹) / 2
```

Call this number a = (1/p + 1/q)/2.

```lean
/-- The off-diagonal entry of the Löwdin matrix. -/
def crossCoeff (s : ℝ) : ℝ := ((√(1 + s))⁻¹ - (√(1 - s))⁻¹) / 2
```

Call this one b = (1/p − 1/q)/2. Then a + b = 1/p and a − b = 1/q.

```lean
/-- The Löwdin matrix of two normalised functions with overlap `s`. -/
def loewdinMatrix (s : ℝ) : Matrix (Fin 2) (Fin 2) ℝ :=
  !![diagCoeff s, crossCoeff s; crossCoeff s, diagCoeff s]
```

The matrix X has a on the diagonal and b off it. That it is S^(−1/2) is proved below.

```lean
/-- The Löwdin function that descends from `u` in the pair `u`, `v`;
the one that descends from `v` is `loewdin v u`. -/
def loewdin (u v : E) : E :=
  diagCoeff (inner ℝ u v) • u + crossCoeff (inner ℝ u v) • v
```

The Löwdin functions are a u + b v and a v + b u. The second is `loewdin v u`, because the overlap is symmetric.

```lean
/-- The second Gram-Schmidt function: `v` with its component along `u` removed, rescaled. -/
def schmidt (u v : E) : E :=
  (√(1 - (inner ℝ u v) ^ 2))⁻¹ • (v - (inner ℝ u v) • u)
```

Gram-Schmidt keeps u and replaces v by g = (v − s u)/√(1−s²).

```lean
/-- The total squared displacement when `u`, `v` are replaced by `e`, `f`. -/
def displacement (u v e f : E) : ℝ := ‖e - u‖ ^ 2 + ‖f - v‖ ^ 2
```

The displacement of a new pair e, f from the old pair is

D = ‖e − u‖² + ‖f − v‖².

```lean
/-- Two vectors are normalised and orthogonal to each other. -/
def OrthonormalPair (e f : E) : Prop := ‖e‖ = 1 ∧ ‖f‖ = 1 ∧ inner ℝ e f = 0
```

This says that e and f have norm one and are orthogonal.

## The Löwdin matrix and the orthonormal pairs

```lean
/-- Algebraic identities obeyed by the entries of the Löwdin matrix when `|s| < 1`. -/
theorem coeff_identities {s : ℝ} (hs : |s| < 1) :
    diagCoeff s + crossCoeff s * s = (√(1 + s) + √(1 - s)) / 2 ∧
    diagCoeff s ^ 2 + crossCoeff s ^ 2 + 2 * diagCoeff s * crossCoeff s * s = 1 ∧
    2 * diagCoeff s * crossCoeff s + (diagCoeff s ^ 2 + crossCoeff s ^ 2) * s = 0 := by
  obtain ⟨h1, h2⟩ := abs_lt.mp hs
  have hp : 0 < 1 + s := by linarith
  have hq : 0 < 1 - s := by linarith
  have a1 : (1 + s) * (√(1 + s))⁻¹ = √(1 + s) := by
    rw [← div_eq_mul_inv, Real.div_sqrt]
  have a2 : (1 - s) * (√(1 - s))⁻¹ = √(1 - s) := by
    rw [← div_eq_mul_inv, Real.div_sqrt]
  have k1 : (1 + s) * (√(1 + s))⁻¹ ^ 2 = 1 := by
    rw [inv_pow, Real.sq_sqrt hp.le, mul_inv_cancel₀ hp.ne']
  have k2 : (1 - s) * (√(1 - s))⁻¹ ^ 2 = 1 := by
    rw [inv_pow, Real.sq_sqrt hq.le, mul_inv_cancel₀ hq.ne']
  unfold diagCoeff crossCoeff
  refine ⟨?_, ?_, ?_⟩
  · linear_combination (a1 + a2) / 2
  · linear_combination (k1 + k2) / 2
  · linear_combination (k1 - k2) / 2
```

The three identities are

a + b s = (p + q)/2
a² + b² + 2ab s = 1
2ab + (a² + b²) s = 0.

By hand, the first left side is [(1+s)/p + (1−s)/q]/2, which is (p + q)/2. For the others, a² + b² = (1/p² + 1/q²)/2 and 2ab = (1/p² − 1/q²)/2, so the left sides are half the sum and half the difference of (1+s)/p² = 1 and (1−s)/q² = 1. In Lean these facts are `a1`, `a2`, `k1` and `k2`, and `linear_combination` checks that the stated combination of them gives the goal.

```lean
/-- For `|s| < 1` the Löwdin matrix is the inverse square root of the overlap matrix: it is
symmetric and positive definite, and its square times the overlap matrix is the identity. -/
theorem loewdinMatrix_inverse_sqrt {s : ℝ} (hs : |s| < 1) :
    (loewdinMatrix s)ᵀ = loewdinMatrix s ∧
    (∀ x : Fin 2 → ℝ, x ≠ 0 → 0 < x ⬝ᵥ (loewdinMatrix s *ᵥ x)) ∧
    loewdinMatrix s * loewdinMatrix s * overlap s = 1 := by
  obtain ⟨-, hB, hC⟩ := coeff_identities hs
  obtain ⟨h1, h2⟩ := abs_lt.mp hs
  refine ⟨?_, ?_, ?_⟩
  · ext i j
    fin_cases i <;> fin_cases j <;> simp [loewdinMatrix]
  · intro x hx
    have hP : 0 < (√(1 + s))⁻¹ := inv_pos.mpr (Real.sqrt_pos.mpr (by linarith))
    have hQ : 0 < (√(1 - s))⁻¹ := inv_pos.mpr (Real.sqrt_pos.mpr (by linarith))
    -- the quadratic form is diagonal in the sum and the difference of the components
    have key : x ⬝ᵥ (loewdinMatrix s *ᵥ x) =
        ((√(1 + s))⁻¹ * (x 0 + x 1) ^ 2 + (√(1 - s))⁻¹ * (x 0 - x 1) ^ 2) / 2 := by
      simp only [loewdinMatrix, diagCoeff, crossCoeff, dotProduct, Matrix.mulVec,
        Fin.sum_univ_two, Matrix.of_apply, Matrix.cons_val_zero, Matrix.cons_val_one,
        Matrix.cons_val_fin_one]
      ring
    rw [key]
    have n1 := mul_nonneg hP.le (sq_nonneg (x 0 + x 1))
    have n2 := mul_nonneg hQ.le (sq_nonneg (x 0 - x 1))
    by_cases h : x 0 + x 1 = 0
    · have h' : x 0 - x 1 ≠ 0 := by
        intro h'
        have e0 : x 0 = 0 := by linarith
        have e1 : x 1 = 0 := by linarith
        apply hx
        ext i
        fin_cases i
        · exact e0
        · exact e1
      have := mul_pos hQ (lt_of_le_of_ne (sq_nonneg _) (pow_ne_zero 2 h').symm)
      linarith
    · have := mul_pos hP (lt_of_le_of_ne (sq_nonneg _) (pow_ne_zero 2 h).symm)
      linarith
  · ext i j
    fin_cases i <;> fin_cases j <;>
      simp [loewdinMatrix, overlap, Matrix.mul_apply, Fin.sum_univ_succ] <;>
      first | linear_combination hB | linear_combination hC
```

X is symmetric by construction. It is positive definite because, for x = (x₀, x₁),

xᵀXx = [(x₀ + x₁)²/p + (x₀ − x₁)²/q]/2,

and the two squares vanish together only at x = 0. The case split in the proof picks a square that is nonzero. The entries of X²S are the left sides of the second and third identities, so X²S = 1. Since a positive definite square root is unique, X is S^(−1/2).

```lean
/-- Löwdin and Gram-Schmidt orthogonalisation both turn two unit vectors with overlap
below one in magnitude into an orthonormal pair. -/
theorem orthonormal_pairs {u v : E} (hu : ‖u‖ = 1) (hv : ‖v‖ = 1)
    (hs : |inner ℝ u v| < 1) :
    OrthonormalPair (loewdin u v) (loewdin v u) ∧ OrthonormalPair u (schmidt u v) := by
  obtain ⟨-, hB, hC⟩ := coeff_identities hs
  have huu : inner ℝ u u = 1 := by rw [real_inner_self_eq_norm_sq, hu]; norm_num
  have hvv : inner ℝ v v = 1 := by rw [real_inner_self_eq_norm_sq, hv]; norm_num
  have hpos : 0 < 1 - (inner ℝ u v) ^ 2 := by
    obtain ⟨h1, h2⟩ := abs_lt.mp hs
    nlinarith
  have k : (1 - (inner ℝ u v) ^ 2) * (√(1 - (inner ℝ u v) ^ 2))⁻¹ ^ 2 = 1 := by
    rw [inv_pow, Real.sq_sqrt hpos.le, mul_inv_cancel₀ hpos.ne']
  refine ⟨⟨?_, ?_, ?_⟩, hu, ?_, ?_⟩
  · rw [norm_eq_sqrt_real_inner, Real.sqrt_eq_one]
    simp only [loewdin, inner_add_left, inner_add_right, real_inner_smul_left,
      real_inner_smul_right, huu, hvv, real_inner_comm u v]
    linear_combination hB
  · rw [norm_eq_sqrt_real_inner, Real.sqrt_eq_one]
    simp only [loewdin, inner_add_left, inner_add_right, real_inner_smul_left,
      real_inner_smul_right, huu, hvv, real_inner_comm u v]
    linear_combination hB
  · simp only [loewdin, inner_add_left, inner_add_right, real_inner_smul_left,
      real_inner_smul_right, huu, hvv, real_inner_comm u v]
    linear_combination hC
  · rw [norm_eq_sqrt_real_inner, Real.sqrt_eq_one]
    simp only [schmidt, inner_sub_left, inner_sub_right, real_inner_smul_left,
      real_inner_smul_right, huu, hvv, real_inner_comm u v]
    linear_combination k
  · simp only [schmidt, inner_sub_right, real_inner_smul_right, huu]
    ring
```

For e = a u + b v and f = a v + b u,

⟨e,e⟩ = ⟨f,f⟩ = a² + b² + 2ab s = 1
⟨e,f⟩ = 2ab + (a² + b²) s = 0.

For Gram-Schmidt, ‖v − s u‖² = 1 − s² and ⟨u, v − s u⟩ = s − s = 0. The `simp only` steps expand the inner products, and the identities finish the argument.

The condition |s| < 1 matters. If u = v, then s = 1 and v − s u = 0, and no prefactor turns the zero vector into a unit vector.

## The displacements and the minimum

```lean
/-- Between unit vectors the displacement is fixed by the overlaps of new with old vectors. -/
theorem displacement_eq {u v e f : E} (hu : ‖u‖ = 1) (hv : ‖v‖ = 1)
    (he : ‖e‖ = 1) (hf : ‖f‖ = 1) :
    displacement u v e f = 4 - 2 * (inner ℝ e u + inner ℝ f v) := by
  rw [displacement, norm_sub_sq_real, norm_sub_sq_real, hu, hv, he, hf]
  ring
```

For unit vectors, ‖e − u‖² = 2 − 2⟨e,u⟩, and likewise for f and v. Adding gives

D = 4 − 2(⟨e,u⟩ + ⟨f,v⟩).

```lean
/-- The total squared displacements of two unit vectors with overlap `s`, `|s| < 1`, under Löwdin
and under Gram-Schmidt orthogonalisation. -/
theorem displacement_formulas {u v : E} (hu : ‖u‖ = 1) (hv : ‖v‖ = 1)
    (hs : |inner ℝ u v| < 1) :
    displacement u v (loewdin u v) (loewdin v u) =
      4 - 2 * √(1 + inner ℝ u v) - 2 * √(1 - inner ℝ u v) ∧
    displacement u v u (schmidt u v) = 2 - 2 * √(1 - (inner ℝ u v) ^ 2) := by
  obtain ⟨⟨l1, l2, -⟩, -, g2, -⟩ := orthonormal_pairs hu hv hs
  obtain ⟨hA, -, -⟩ := coeff_identities hs
  have huu : inner ℝ u u = 1 := by rw [real_inner_self_eq_norm_sq, hu]; norm_num
  have hvv : inner ℝ v v = 1 := by rw [real_inner_self_eq_norm_sq, hv]; norm_num
  constructor
  · rw [displacement_eq hu hv l1 l2]
    simp only [loewdin, inner_add_left, real_inner_smul_left, huu, hvv, real_inner_comm u v]
    linear_combination (-4) * hA
  · have k : (1 - (inner ℝ u v) ^ 2) * (√(1 - (inner ℝ u v) ^ 2))⁻¹ =
        √(1 - (inner ℝ u v) ^ 2) := by
      rw [← div_eq_mul_inv, Real.div_sqrt]
    rw [displacement_eq hu hv hu g2]
    simp only [schmidt, inner_sub_left, real_inner_smul_left, huu, hvv]
    linear_combination (-2) * k
```

For the Löwdin pair both overlaps equal a + b s = (p + q)/2. For Gram-Schmidt they are ⟨u,u⟩ = 1 and ⟨g,v⟩ = (1−s²)/√(1−s²) = √(1−s²). Hence

D_L = 4 − 2√(1+s) − 2√(1−s)
D_G = 2 − 2√(1−s²).

```lean
/-- If two unit vectors have overlap below one in magnitude, no orthonormal pair has a smaller total
squared displacement from them than their Löwdin pair. -/
theorem loewdin_least_displacement {u v e f : E} (hu : ‖u‖ = 1) (hv : ‖v‖ = 1)
    (hs : |inner ℝ u v| < 1) (hef : OrthonormalPair e f) :
    displacement u v (loewdin u v) (loewdin v u) ≤ displacement u v e f := by
  obtain ⟨he, hf, h0⟩ := hef
  obtain ⟨h1, h2⟩ := abs_lt.mp hs
  rw [(displacement_formulas hu hv hs).1, displacement_eq hu hv he hf]
  have huu : inner ℝ u u = 1 := by rw [real_inner_self_eq_norm_sq, hu]; norm_num
  have hvv : inner ℝ v v = 1 := by rw [real_inner_self_eq_norm_sq, hv]; norm_num
  have hee : inner ℝ e e = 1 := by rw [real_inner_self_eq_norm_sq, he]; norm_num
  have hff : inner ℝ f f = 1 := by rw [real_inner_self_eq_norm_sq, hf]; norm_num
  have h0' : inner ℝ f e = 0 := by rw [real_inner_comm]; exact h0
  have hp : 0 < √(1 + inner ℝ u v) := Real.sqrt_pos.mpr (by linarith)
  have hq : 0 < √(1 - inner ℝ u v) := Real.sqrt_pos.mpr (by linarith)
  have p2 := Real.sq_sqrt (show 0 ≤ 1 + inner ℝ u v by linarith)
  have q2 := Real.sq_sqrt (show 0 ≤ 1 - inner ℝ u v by linarith)
  generalize √(1 + inner ℝ u v) = p at *
  generalize √(1 - inner ℝ u v) = q at *
  -- compare the sums, then the differences, of the old and the new vectors
  have hplus : 0 ≤ inner ℝ (p • (e + f) - (u + v)) (p • (e + f) - (u + v)) :=
    real_inner_self_nonneg
  have hminus : 0 ≤ inner ℝ (q • (e - f) - (u - v)) (q • (e - f) - (u - v)) :=
    real_inner_self_nonneg
  simp only [inner_sub_left, inner_sub_right, inner_add_left, inner_add_right,
    real_inner_smul_left, real_inner_smul_right, huu, hvv, hee, hff, h0, h0',
    real_inner_comm u v, real_inner_comm e u, real_inner_comm e v,
    real_inner_comm f u, real_inner_comm f v] at hplus hminus
  have b1 : inner ℝ e u + inner ℝ e v + inner ℝ f u + inner ℝ f v ≤ 2 * p :=
    le_of_mul_le_mul_left (by nlinarith) hp
  have b2 : inner ℝ e u - inner ℝ e v - inner ℝ f u + inner ℝ f v ≤ 2 * q :=
    le_of_mul_le_mul_left (by nlinarith) hq
  linarith
```

Let e, f be any orthonormal pair in E, not necessarily in the plane of u and v. Then

0 ≤ ‖p(e+f) − (u+v)‖² = 4p² − 2p⟨e+f, u+v⟩,

so ⟨e+f, u+v⟩ ≤ 2p. In the same way ⟨e−f, u−v⟩ ≤ 2q. The two left sides add up to 2(⟨e,u⟩ + ⟨f,v⟩), which is therefore at most 2p + 2q, and D ≥ D_L follows. The squares are `hplus` and `hminus`, and the bounds are `b1` and `b2`. The theorem treats two vectors and does not state that the minimiser is unique.

## The ratio and its limit

```lean
/-- The exact ratio of the Löwdin to the Gram-Schmidt displacement of two unit vectors, at nonzero
overlap below one in magnitude. -/
theorem displacement_ratio {u v : E} (hu : ‖u‖ = 1) (hv : ‖v‖ = 1)
    (h0 : inner ℝ u v ≠ 0) (hs : |inner ℝ u v| < 1) :
    displacement u v (loewdin u v) (loewdin v u) / displacement u v u (schmidt u v) =
      2 / (2 + √(1 + inner ℝ u v) + √(1 - inner ℝ u v)) := by
  obtain ⟨hL, hG⟩ := displacement_formulas hu hv hs
  rw [hL, hG]
  generalize inner ℝ u v = s at *
  obtain ⟨h1, h2⟩ := abs_lt.mp hs
  have p2 := Real.sq_sqrt (show 0 ≤ 1 + s by linarith)
  have q2 := Real.sq_sqrt (show 0 ≤ 1 - s by linarith)
  have c2 := Real.sq_sqrt (show 0 ≤ 1 - s ^ 2 by nlinarith)
  have hc : √(1 - s ^ 2) = √(1 + s) * √(1 - s) := by
    rw [← Real.sqrt_mul (by linarith)]
    congr 1
    ring
  have hne : 2 - 2 * √(1 - s ^ 2) ≠ 0 := by
    intro h
    have h' : √(1 - s ^ 2) = 1 := by linarith
    rw [h'] at c2
    exact pow_ne_zero 2 h0 (by linarith)
  rw [div_eq_div_iff hne (by positivity)]
  linear_combination (-2) * p2 - 2 * q2 + 4 * hc
```

Put t = p + q. Then t² = 2 + 2pq, and

D_L = 2(2 − t)
D_G = 4 − t² = (2 − t)(2 + t)
D_L/D_G = 2/(2 + t).

Lean first shows that D_G ≠ 0 (`hne`), then cross-multiplies. This is where s ≠ 0 is used: at s = 0 neither method moves anything, and the ratio has no meaning.

```lean
/-- For two unit vectors with nonzero overlap below one in magnitude, the ratio of the Löwdin to the
Gram-Schmidt displacement lies strictly between `1/2` and `2 - √2`. -/
theorem displacement_ratio_bounds {u v : E} (hu : ‖u‖ = 1) (hv : ‖v‖ = 1)
    (h0 : inner ℝ u v ≠ 0) (hs : |inner ℝ u v| < 1) :
    1 / 2 < displacement u v (loewdin u v) (loewdin v u) /
      displacement u v u (schmidt u v) ∧
    displacement u v (loewdin u v) (loewdin v u) /
      displacement u v u (schmidt u v) < 2 - √2 := by
  rw [displacement_ratio hu hv h0 hs]
  generalize inner ℝ u v = s at *
  obtain ⟨h1, h2⟩ := abs_lt.mp hs
  have hp : 0 < √(1 + s) := Real.sqrt_pos.mpr (by linarith)
  have hq : 0 < √(1 - s) := Real.sqrt_pos.mpr (by linarith)
  have p2 := Real.sq_sqrt (show 0 ≤ 1 + s by linarith)
  have q2 := Real.sq_sqrt (show 0 ≤ 1 - s by linarith)
  have hp1 : √(1 + s) - 1 ≠ 0 := by
    intro h
    have h' : √(1 + s) = 1 := by linarith
    rw [h'] at p2
    exact h0 (by linarith)
  have hsq : 0 < (√(1 + s) - 1) ^ 2 :=
    lt_of_le_of_ne (sq_nonneg _) (pow_ne_zero 2 hp1).symm
  have upper : √(1 + s) + √(1 - s) < 2 := by nlinarith [sq_nonneg (√(1 - s) - 1)]
  have lower : √2 < √(1 + s) + √(1 - s) := by
    rw [Real.sqrt_lt' (by positivity)]
    nlinarith [mul_pos hp hq]
  have r2 : √2 ^ 2 = 2 := Real.sq_sqrt (by norm_num)
  have r3 : 0 < 2 - √2 := by linarith
  constructor
  · rw [div_lt_div_iff₀ (by norm_num) (by positivity)]
    linarith
  · rw [div_lt_iff₀ (by positivity)]
    nlinarith [mul_pos r3 (sub_pos.mpr lower)]
```

The bounds follow from √2 < t < 2. The upper one holds because (p−1)² + (q−1)² = 4 − 2t is positive when s ≠ 0, the lower one because t² = 2 + 2pq > 2. Inserted in 2/(2 + t), they give

1/2 < D_L/D_G < 2 − √2.

```lean
/-- Along any family of pairs of unit vectors whose overlap tends to zero through nonzero
values, the ratio of the Löwdin to the Gram-Schmidt displacement tends to `1/2`. -/
theorem displacement_ratio_tendsto {ι : Type*} {l : Filter ι} {u v : ι → E}
    (hu : ∀ i, ‖u i‖ = 1) (hv : ∀ i, ‖v i‖ = 1)
    (hs : Tendsto (fun i => inner ℝ (u i) (v i)) l (𝓝[≠] (0 : ℝ))) :
    Tendsto (fun i => displacement (u i) (v i) (loewdin (u i) (v i)) (loewdin (v i) (u i)) /
      displacement (u i) (v i) (u i) (schmidt (u i) (v i))) l (𝓝 (1 / 2)) := by
  obtain ⟨h0, hne⟩ := tendsto_nhdsWithin_iff.mp hs
  have hlt : ∀ᶠ s in 𝓝 (0 : ℝ), |s| < 1 :=
    (continuous_abs.tendsto (0 : ℝ)).eventually_lt_const (by simp)
  -- the exact ratio is a continuous function of the overlap
  have hc : ContinuousAt (fun s : ℝ => 2 / (2 + √(1 + s) + √(1 - s))) 0 :=
    ContinuousAt.div continuousAt_const (by fun_prop) (by norm_num)
  have hval : (2 : ℝ) / (2 + √(1 + 0) + √(1 - 0)) = 1 / 2 := by norm_num
  have ht : Tendsto (fun s : ℝ => 2 / (2 + √(1 + s) + √(1 - s))) (𝓝 0) (𝓝 (1 / 2)) := by
    rw [← hval]
    exact hc.tendsto
  refine (ht.comp h0).congr' ?_
  filter_upwards [hne, h0.eventually hlt] with i hi1 hi2
  exact (displacement_ratio (hu i) (hv i) hi1 hi2).symm

end

end LoewdinVersusGramSchmidt
```

The pairs u i, v i form a family labelled by i, and the filter `l` says in which sense i runs to its limit, for example along a sequence. The symbol `𝓝[≠] (0 : ℝ)` means that the overlap approaches zero through nonzero values. Since 2/(2 + √(1+s) + √(1−s)) is continuous at s = 0 and equals 1/2 there, the ratio tends to 1/2. The last lines of the proof use the exact ratio where 0 < |s| < 1, which holds eventually along the family.

```lean
#print axioms LoewdinVersusGramSchmidt.loewdinMatrix_inverse_sqrt
-- 'LoewdinVersusGramSchmidt.loewdinMatrix_inverse_sqrt' depends on axioms: [propext, Classical.choice, Quot.sound]
#print axioms LoewdinVersusGramSchmidt.loewdin_least_displacement
-- 'LoewdinVersusGramSchmidt.loewdin_least_displacement' depends on axioms: [propext, Classical.choice, Quot.sound]
#print axioms LoewdinVersusGramSchmidt.displacement_ratio_bounds
-- 'LoewdinVersusGramSchmidt.displacement_ratio_bounds' depends on axioms: [propext, Classical.choice, Quot.sound]
#print axioms LoewdinVersusGramSchmidt.displacement_ratio_tendsto
-- 'LoewdinVersusGramSchmidt.displacement_ratio_tendsto' depends on axioms: [propext, Classical.choice, Quot.sound]
```

## Orthogonalising a basis in a program

An electronic-structure program with a non-orthogonal basis can diagonalise S, take the inverse square roots of its eigenvalues and transform back to obtain S^(−1/2). For two real normalised functions with |s| < 1 the eigenvalues are 1 + s and 1 − s, and the result is the matrix X above. Gram-Schmidt corresponds to a Cholesky factorisation S = LLᵀ, with the columns of (L⁻¹)ᵀ as the new coefficients. For such a pair with 0 < |s| < 1, the theorems compare the total squared displacements: the Löwdin value lies between 1/2 and 2 − √2 times the Gram-Schmidt value. This is a statement about the totals, not about each function, since Gram-Schmidt leaves u unchanged while Löwdin moves both u and v.
